# Separating electron and hole across a quantum well strictly lowers their mean Coulomb attraction in an exponential trial state

The lemma `radialIntegral_lt` concerns an electron and a hole held a fixed distance apart across a well, with the in-plane trial function e^(−br), b > 0. It states that the integral of r e^(−2br)/√(r² + d²) over r > 0 is strictly smaller for any real d ≠ 0 than for d = 0. The trial function is unnormalised and constant prefactors are left out; normalising multiplies both integrals by the same factor 4b², so the strict inequality also holds for the mean of 1/√(r² + d²). The proof first gets ≤ from the pointwise order of the integrands, then supposes the integrals equal. The integrands would then agree almost everywhere on the half-line r > 0, though they differ at every point of it, and the attempt leaves the final contradiction to `simp`.

The failing Lean file:

```lean
import Mathlib

open MeasureTheory Set Filter Topology

namespace QuantumWellExciton

noncomputable section

/-- Radial integrand of the Coulomb attraction for the in-plane trial function `exp (-b r)`,
with electron and hole a distance `d` apart across the well. -/
def density (b d r : ℝ) : ℝ := r * Real.exp (-2 * b * r) / √(r ^ 2 + d ^ 2)

/-- The Coulomb integral over all in-plane distances `r > 0`. -/
def radialIntegral (b d : ℝ) : ℝ := ∫ r in Ioi (0 : ℝ), density b d r

/-- At every in-plane distance the attraction does not grow when the separation across the
well is increased. -/
theorem density_anti (b : ℝ) {d d' r : ℝ} (hr : 0 < r) (h : d ^ 2 ≤ d' ^ 2) :
    density b d' r ≤ density b d r := by
  unfold density
  exact div_le_div_of_nonneg_left (by positivity) (by positivity)
    (Real.sqrt_le_sqrt (by linarith))

lemma density_zero (b : ℝ) {r : ℝ} (hr : 0 < r) :
    density b 0 r = Real.exp (-2 * b * r) := by
  unfold density
  rw [show r ^ 2 + (0 : ℝ) ^ 2 = r ^ 2 by ring, Real.sqrt_sq hr.le]
  exact mul_div_cancel_left₀ _ hr.ne'

lemma norm_density_le (b d : ℝ) {r : ℝ} (hr : 0 < r) :
    ‖density b d r‖ ≤ Real.exp (-2 * b * r) := by
  have h0 : 0 ≤ density b d r := by unfold density; positivity
  have h1 := density_anti b hr (show (0 : ℝ) ^ 2 ≤ d ^ 2 by nlinarith [sq_nonneg d])
  rw [density_zero b hr] at h1
  rwa [Real.norm_of_nonneg h0]

lemma measurable_density (b d : ℝ) : Measurable (density b d) := by
  unfold density
  exact Measurable.div (Continuous.measurable (by fun_prop))
    (Continuous.measurable (by fun_prop))

/-- The Coulomb integrand is integrable for every `b > 0`. -/
theorem integrableOn_density {b : ℝ} (hb : 0 < b) (d : ℝ) :
    IntegrableOn (density b d) (Ioi 0) :=
  Integrable.mono' (integrableOn_exp_mul_Ioi (show -2 * b < 0 by linarith) 0)
    (measurable_density b d).aestronglyMeasurable
    (ae_restrict_of_forall_mem measurableSet_Ioi fun _ hr => norm_density_le b d hr)

lemma radialIntegral_anti {b : ℝ} (hb : 0 < b) {d d' : ℝ} (h : d ^ 2 ≤ d' ^ 2) :
    radialIntegral b d' ≤ radialIntegral b d :=
  setIntegral_mono_on (integrableOn_density hb d') (integrableOn_density hb d)
    measurableSet_Ioi fun _ hr => density_anti b hr h

lemma radialIntegral_lt {b d : ℝ} (hb : 0 < b) (hd : d ≠ 0) :
    radialIntegral b d < radialIntegral b 0 := by
  have hd2 : 0 < d ^ 2 := by positivity
  refine lt_of_le_of_ne (radialIntegral_anti hb (by nlinarith)) fun heq => ?_
  -- equal integrals of ordered functions would force equality almost everywhere
  have hae := (integral_eq_iff_of_ae_le (integrableOn_density hb d) (integrableOn_density hb 0)
    (ae_restrict_of_forall_mem measurableSet_Ioi fun r hr =>
      density_anti b hr (by nlinarith))).1 heq
  have hF : ∀ᵐ r ∂(volume.restrict (Ioi (0 : ℝ))), False := by
    filter_upwards [hae, ae_restrict_mem measurableSet_Ioi] with r h1 hr
    have hr' : 0 < r := hr
    have h2 : density b d r < density b 0 r := by
      unfold density
      exact div_lt_div_of_pos_left (by positivity) (by positivity)
        (Real.sqrt_lt_sqrt (by positivity) (by linarith))
    exact h2.ne h1
  simp [Real.volume_Ioi] at hF

end

end QuantumWellExciton
```

Compiling this gives:

```
Main.lean:55:47: error: unsolved goals
b d : ℝ
hb : 0 < b
hd : d ≠ 0
hd2 : 0 < d ^ 2
heq : radialIntegral b d = radialIntegral b 0
hae : density b d =ᵐ[volume.restrict (Ioi 0)] density b 0
hF : ae volume ⊓ 𝓟 (Ioi 0) = ⊥
⊢ False
Main.lean:70:8: warning: This simp argument is unused:
  Real.volume_Ioi

Hint: Omit it from the simp argument list.
  [apply] simp at hF

Note: This linter can be disabled with `set_option linter.unusedSimpArgs false`
```

What went wrong. The error says that `False` was still to be proved after the last `simp`. By then `hF`, which said that `False` holds almost everywhere on the half-line, had become `ae volume ⊓ 𝓟 (Ioi 0) = ⊥`. This is still contradictory, but `simp` had split the almost-everywhere filter of the restricted measure into an infimum of two filters and got no further. The measure `volume (Ioi 0)` never appeared, so `Real.volume_Ioi` had nothing to rewrite, which is why the warning calls it unused.

The repair takes the steps in a fixed order and keeps the restricted measure whole. `Filter.eventually_false_iff_eq_bot` turns `hF` into the statement that the filter of the restricted measure is `⊥`, and `ae_eq_bot` then says that this measure is zero. `Measure.restrict_eq_zero` turns that into `volume (Ioi 0) = 0`, where `Real.volume_Ioi` does apply and gives `∞ = 0`. The closing `simp` only has to refute that equation.

After these edits no error is left:

```diff
@@ -68,5 +68,7 @@
         (Real.sqrt_lt_sqrt (by positivity) (by linarith))
     exact h2.ne h1
-  simp [Real.volume_Ioi] at hF
+  have hμ := ae_eq_bot.1 (Filter.eventually_false_iff_eq_bot.1 hF)
+  rw [Measure.restrict_eq_zero, Real.volume_Ioi] at hμ
+  exact absurd hμ (by simp)
 
 end
```
